# The Hartman effect for a square barrier: below the barrier top, the wave-number derivative of the transmission phase tends to 2/q as the width grows

The phase of a transmitted wave depends on where it is read. Here it is read at the right edge of the barrier, relative to the incident wave at the left edge, so it includes everything accumulated across the width a. If the outgoing wave is written instead as T e^(ikx), with x = 0 at the left edge, the value at the right edge is t = T e^(ika), and the two phases differ by ka. Of the two, only the phase of t has a k-derivative that saturates as a grows, at a fixed k below the barrier top.

```lean
import Mathlib

open Filter Topology

namespace HartmanEffect

noncomputable section
```

## The barrier and its phase

Units are ħ = 2m = 1. A particle of energy k² meets a barrier of height U, with 0 < k < √U, which forces U > 0. Inside, the wave grows or decays at the rate

q = √(U − k²).

```lean
/-- The decay rate `q = √(U - k²)` of the wave inside a barrier of height `U`
(units with `ħ = 2m = 1`). -/
def decayRate (U k : ℝ) : ℝ := √(U - k ^ 2)
```

The phase is defined by a closed formula,

φ = arctan( (k² − q²) tanh(qa) / (2kq) ).

In Lean, `transmissionPhase U a k` is a real function in which q is recomputed from k, so differentiating in k also differentiates q.

```lean
/-- For `0 < k < √U`, the transmission phase of a square barrier of height `U` and width `a` at wave
number `k`, read at the right edge relative to the incident wave at the left edge. -/
def transmissionPhase (U a k : ℝ) : ℝ :=
  Real.arctan ((k ^ 2 - decayRate U k ^ 2) * Real.tanh (decayRate U k * a)
    / (2 * k * decayRate U k))
```

## Matching at the two edges

To connect the formula with scattering, take e^(ikx) + r e^(−ikx) on the left, A e^(qx) + B e^(−qx) inside, and an outgoing wave with value t at x = a. Continuity of value and slope gives

1 + r = A + B

ik(1 − r) = q(A − B)

A e^(qa) + B e^(−qa) = t

q(A e^(qa) − B e^(−qa)) = ikt.

The structure `Matching` consists of these four equations, with complex amplitudes and real U, a and k.

```lean
/-- Continuity of the wave function and of its slope at both edges of the barrier: incident
amplitude `1`, reflected amplitude `r`, inner wave `A e^{qx} + B e^{-qx}`, and an outgoing wave
whose value at the right edge is `t`. -/
structure Matching (U a k : ℝ) (r t A B : ℂ) : Prop where
  left_value : 1 + r = A + B
  left_slope : Complex.I * k * (1 - r) = decayRate U k * (A - B)
  right_value : A * (Real.exp (decayRate U k * a) : ℝ)
    + B * (Real.exp (-(decayRate U k * a)) : ℝ) = t
  right_slope : decayRate U k * (A * (Real.exp (decayRate U k * a) : ℝ)
    - B * (Real.exp (-(decayRate U k * a)) : ℝ)) = Complex.I * k * t
```

For U = 2, k = 1 and a = log 2 we have q = 1, and the equations are solved by r = −3i/5 and t = 4/5. Substitution confirms it, so the conditions are consistent for at least these parameters.

```lean
/-- An explicit scattering solution for `U = 2`, `k = 1` and width `log 2`. -/
theorem matching_witness :
    Matching 2 (Real.log 2) 1 (-(3 / 5) * Complex.I) (4 / 5)
      ((1 + Complex.I) / 5) (4 * (1 - Complex.I) / 5) := by
  have hq : decayRate 2 1 = 1 := by norm_num [decayRate]
  refine ⟨by ring, ?_, ?_, ?_⟩
  · rw [hq]
    push_cast
    linear_combination (3 / 5 : ℂ) * Complex.I_sq
  · rw [hq, one_mul, Real.exp_neg, Real.exp_log two_pos]
    push_cast
    ring
  · rw [hq, one_mul, Real.exp_neg, Real.exp_log two_pos]
    push_cast
    ring
```

Since k < √U means k² < U, the rate q is positive and may be divided by.

```lean
/-- Below the barrier top the decay rate is positive. -/
theorem decayRate_pos {U k : ℝ} (hk : 0 < k) (hkU : k < √U) : 0 < decayRate U k := by
  have h := (Real.lt_sqrt hk.le).1 hkU
  exact Real.sqrt_pos.2 (by linarith)
```

## The transmitted amplitude carries the phase φ

Adding and subtracting the conditions at the right edge gives

2qA = (q + ik) t e^(−qa)

2qB = (q − ik) t e^(qa).

Eliminating r on the left gives 2ik = (q + ik)A − (q − ik)B. Multiply by 2q, insert A and B, and divide by 2i:

t (2kq cosh(qa) − i(k² − q²) sinh(qa)) = 2kq.

By the definition of φ, the bracket is 2kq cosh(qa)(1 − i tan φ) = 2kq cosh(qa) e^(−iφ)/cos φ. Therefore

t = (cos φ / cosh(qa)) e^(iφ).

The prefactor is positive because an arctangent lies strictly between −π/2 and π/2. The theorem says this of every solution of the matching equations with 0 < k < √U.

In the proof, `hA`, `hB` and `h0` are the three displayed relations before the last. The `generalize` lines replace the functions by plain variables, after which `linear_combination` checks polynomial identities using i² = −1, cos² + sin² = 1 and e^(qa) e^(−qa) = 1.

```lean
/-- The transmitted amplitude at the right edge is a positive number times `e^{iφ}`, where `φ` is
the transmission phase. -/
theorem transmitted_amplitude {U a k : ℝ} {r t A B : ℂ} (hk : 0 < k) (hkU : k < √U)
    (h : Matching U a k r t A B) :
    0 < Real.cos (transmissionPhase U a k) / Real.cosh (decayRate U k * a) ∧
    t = ((Real.cos (transmissionPhase U a k) / Real.cosh (decayRate U k * a) : ℝ) : ℂ)
      * Complex.exp (transmissionPhase U a k * Complex.I) := by
  have hq := decayRate_pos hk hkU
  obtain ⟨lv, ls, rv, rs⟩ := h
  have hC : 0 < Real.cos (transmissionPhase U a k) := Real.cos_arctan_pos _
  have ht : Real.tan (transmissionPhase U a k) = (k ^ 2 - decayRate U k ^ 2) *
      (Real.sinh (decayRate U k * a) / Real.cosh (decayRate U k * a))
      / (2 * k * decayRate U k) := by
    rw [transmissionPhase, Real.tan_arctan, Real.tanh_eq_sinh_div_cosh]
  rw [Real.tan_eq_sin_div_cos, div_eq_iff hC.ne'] at ht
  have h2 := Real.sin_sq_add_cos_sq (transmissionPhase U a k)
  have hch := Real.cosh_eq (decayRate U k * a)
  have hsh := Real.sinh_eq (decayRate U k * a)
  have hEF : Real.exp (decayRate U k * a) * Real.exp (-(decayRate U k * a)) = 1 := by
    rw [← Real.exp_add, add_neg_cancel, Real.exp_zero]
  have hc := Real.cosh_pos (decayRate U k * a)
  refine ⟨div_pos hC hc, ?_⟩
  rw [Complex.exp_mul_I, ← Complex.ofReal_cos, ← Complex.ofReal_sin, Complex.ofReal_div]
  generalize Real.cos (transmissionPhase U a k) = C at *
  generalize Real.sin (transmissionPhase U a k) = S at *
  generalize Real.cosh (decayRate U k * a) = c at *
  generalize Real.sinh (decayRate U k * a) = s at *
  generalize Real.exp (decayRate U k * a) = E at *
  generalize Real.exp (-(decayRate U k * a)) = F at *
  generalize decayRate U k = q at *
  have h1 : 2 * k * q * c * S = (k ^ 2 - q ^ 2) * s * C := by
    rw [ht]
    field_simp
  have h1' : (2 * k * q * c * S : ℂ) = (k ^ 2 - q ^ 2) * s * C := by exact_mod_cast h1
  have h2' : (S ^ 2 + C ^ 2 : ℂ) = 1 := by exact_mod_cast h2
  have hEF' : (E * F : ℂ) = 1 := by exact_mod_cast hEF
  have hch' : (c : ℂ) = (E + F) / 2 := by exact_mod_cast hch
  have hsh' : (s : ℂ) = (E - F) / 2 := by exact_mod_cast hsh
  -- the inner amplitudes expressed by the transmitted one
  have hA : 2 * q * A = (q + Complex.I * k) * t * F := by
    linear_combination F * (q * rv + rs) - 2 * q * A * hEF'
  have hB : 2 * q * B = (q - Complex.I * k) * t * E := by
    linear_combination E * (q * rv - rs) - 2 * q * B * hEF'
  -- elimination of the reflected amplitude
  have h0 : t * (2 * k * q * c - Complex.I * (k ^ 2 - q ^ 2) * s) = 2 * k * q := by
    rw [hch', hsh']
    linear_combination (Complex.I / 2) * (2 * q * (Complex.I * k * lv + ls)
      + (Complex.I * k + q) * hA + (Complex.I * k - q) * hB)
      + (t * k * q * (E + F) - 2 * k * q + Complex.I / 2 * t * k ^ 2 * (F - E)) * Complex.I_sq
  have hk' : (k : ℂ) ≠ 0 := by exact_mod_cast hk.ne'
  have hq' : (q : ℂ) ≠ 0 := by exact_mod_cast hq.ne'
  have hc' : (c : ℂ) ≠ 0 := by exact_mod_cast hc.ne'
  have hM : (2 * k * q * c : ℂ) ≠ 0 :=
    mul_ne_zero (mul_ne_zero (mul_ne_zero two_ne_zero hk') hq') hc'
  apply mul_left_cancel₀ hM
  have e : (2 * k * q * c : ℂ) * (C / c * (C + S * Complex.I))
      = 2 * k * q * C * (C + S * Complex.I) := by
    field_simp
  rw [e]
  linear_combination C * (C + S * Complex.I) * h0 - Complex.I * t * (C + S * Complex.I) * h1'
    - 2 * k * q * c * t * h2' + 2 * k * q * c * t * S ^ 2 * Complex.I_sq
```

## The derivative at finite width

From q² = U − k² follows dq/dk = −k/q. Hence k² − q² has derivative 4k, 2kq has derivative 2(q² − k²)/q, and the quotient rule gives

d/dk [(k² − q²)/(2kq)] = (8k²q² + 2(k² − q²)²)/(4k²q³) = (k² + q²)²/(2k²q³).

The other factor contributes

d/dk tanh(qa) = −(ka/q)/cosh²(qa).

With the arctangent rule, for 0 < k < √U,

dφ/dk = [ (k² + q²)²/(2k²q³) · tanh(qa) − (k² − q²)/(2q²) · a/cosh²(qa) ] / [ 1 + ((k² − q²) tanh(qa)/(2kq))² ].

`HasDerivAt` states that the derivative exists and has this value. That matters below, because Lean's `deriv` returns 0 where a function is not differentiable. The proof assembles the same pieces: `hq'` for q, `htanh` and `hT` for the hyperbolic tangent, `hN` and `hD` for numerator and denominator.

```lean
/-- The `k`-derivative of the transmission phase for a barrier of finite width `a`. -/
theorem hasDerivAt_transmissionPhase {U k : ℝ} (a : ℝ) (hk : 0 < k) (hkU : k < √U) :
    HasDerivAt (transmissionPhase U a)
      (((k ^ 2 + decayRate U k ^ 2) ^ 2 / (2 * k ^ 2 * decayRate U k ^ 3)
          * Real.tanh (decayRate U k * a)
        - (k ^ 2 - decayRate U k ^ 2) / (2 * decayRate U k ^ 2)
          * (a / Real.cosh (decayRate U k * a) ^ 2))
      / (1 + ((k ^ 2 - decayRate U k ^ 2) * Real.tanh (decayRate U k * a)
          / (2 * k * decayRate U k)) ^ 2)) k := by
  have hq := decayRate_pos hk hkU
  have hlt := (Real.lt_sqrt hk.le).1 hkU
  -- the decay rate has slope -k/q
  have hq' : HasDerivAt (decayRate U) (-k / decayRate U k) k := by
    have h1 : HasDerivAt (fun x : ℝ => U - x ^ 2) (-(2 * k)) k :=
      ((hasDerivAt_pow 2 k).const_sub U).congr_deriv (by norm_num)
    have h2 := h1.sqrt (by linarith : U - k ^ 2 ≠ 0)
    refine h2.congr_deriv ?_
    unfold decayRate
    rw [neg_div, neg_div, mul_div_mul_left _ _ two_ne_zero]
  have htanh : ∀ y : ℝ, HasDerivAt Real.tanh (1 / Real.cosh y ^ 2) y := by
    intro y
    have h := (Real.hasDerivAt_sinh y).fun_div (Real.hasDerivAt_cosh y) (Real.cosh_pos y).ne'
    have e : Real.tanh = fun x => Real.sinh x / Real.cosh x :=
      funext Real.tanh_eq_sinh_div_cosh
    rw [e]
    refine h.congr_deriv ?_
    congr 1
    linear_combination Real.cosh_sq y
  have hT : HasDerivAt (fun x => Real.tanh (decayRate U x * a))
      (1 / Real.cosh (decayRate U k * a) ^ 2 * (-k / decayRate U k * a)) k := by
    have ho := htanh (decayRate U k * a)
    have hi := hq'.mul_const a
    have hcomp := ho.comp k hi
    exact hcomp
  have hN : HasDerivAt (fun x => x ^ 2 - decayRate U x ^ 2)
      (2 * k - 2 * decayRate U k * (-k / decayRate U k)) k :=
    ((hasDerivAt_pow 2 k).fun_sub (hq'.fun_pow 2)).congr_deriv (by norm_num)
  have hD : HasDerivAt (fun x => 2 * x * decayRate U x)
      (2 * decayRate U k + 2 * k * (-k / decayRate U k)) k :=
    (((hasDerivAt_id' k).const_mul 2).fun_mul hq').congr_deriv (by ring)
  have hne : 2 * k * decayRate U k ≠ 0 := by positivity
  have h := ((hN.fun_mul hT).fun_div hD hne).arctan
  refine h.congr_deriv ?_
  have e : ∀ x y : ℝ, 1 / x * y = y / x := fun x y => by ring
  rw [e]
  congr 1
  have hc := Real.cosh_pos (decayRate U k * a)
  field_simp
  ring
```

At a = 0 both φ and dφ/dk vanish, as they should without a barrier. At k = q the phase is zero for every width, yet its derivative is (2/k) tanh(ka).

## Two limits for a wide barrier

Written with decaying exponentials,

tanh y = (1 − e^(−2y))/(1 + e^(−2y)) → 1.

For thick barriers this form also suits numerical work, since e^(qa) can overflow while e^(−2qa) merely becomes negligible.

```lean
/-- `tanh y` tends to `1` for large `y`. -/
theorem tendsto_tanh_one : Tendsto Real.tanh atTop (𝓝 1) := by
  have e : Real.tanh = fun y => (1 - Real.exp (-y) ^ 2) / (1 + Real.exp (-y) ^ 2) := by
    funext y
    have h : Real.exp y * Real.exp (-y) = 1 := by
      rw [← Real.exp_add, add_neg_cancel, Real.exp_zero]
    rw [Real.tanh_eq_sinh_div_cosh, Real.sinh_eq, Real.cosh_eq,
      div_eq_div_iff (by positivity) (by positivity)]
    linear_combination Real.exp (-y) * h
  have h := Real.tendsto_exp_neg_atTop_nhds_zero.pow 2
  have h' := (h.const_sub 1).div (h.const_add 1) (by norm_num)
  have e1 : ((1 : ℝ) - 0 ^ 2) / (1 + 0 ^ 2) = 1 := by norm_num
  rw [e1] at h'
  rw [e]
  exact h'
```

For y ≥ 0, cosh y ≥ e^y/2 and cosh y ≥ 1 give

0 ≤ y/cosh² y ≤ 2y e^(−y) → 0,

and the proof squeezes the quotient between these bounds.

```lean
/-- `y / cosh² y` tends to `0` for large `y`. -/
theorem tendsto_div_cosh_sq : Tendsto (fun y : ℝ => y / Real.cosh y ^ 2) atTop (𝓝 0) := by
  have hg := (Real.tendsto_pow_mul_exp_neg_atTop_nhds_zero 1).const_mul 2
  rw [mul_zero] at hg
  refine squeeze_zero' ?_ ?_ hg
  · filter_upwards [eventually_ge_atTop (0 : ℝ)] with y hy
    positivity
  · filter_upwards [eventually_ge_atTop (0 : ℝ)] with y hy
    have hc := Real.cosh_pos y
    have h : Real.exp y * Real.exp (-y) = 1 := by
      rw [← Real.exp_add, add_neg_cancel, Real.exp_zero]
    have h2 : 1 ≤ 2 * Real.exp (-y) * Real.cosh y := by
      rw [Real.cosh_eq]
      nlinarith [sq_nonneg (Real.exp (-y))]
    have h3 : 1 ≤ 2 * Real.exp (-y) * Real.cosh y * Real.cosh y := by
      nlinarith [Real.one_le_cosh y]
    rw [div_le_iff₀ (by positivity), pow_one]
    nlinarith [mul_le_mul_of_nonneg_left h3 hy]
```

## Saturation at 2/q

Put y = qa. Then tanh(qa) → 1 and a/cosh²(qa) = (1/q) · qa/cosh²(qa) → 0. The denominator of dφ/dk tends to

1 + ((k² − q²)/(2kq))² = (k² + q²)²/(4k²q²),

so

dφ/dk → (k² + q²)²/(2k²q³) · 4k²q²/(k² + q²)² = 2/q.

In the proof `hlim` combines the limits and `hval` does this algebra. The limit is taken at fixed k. The name Hartman effect is often attached to the arrival time of a tunnelling wave packet; the theorem concerns the k-derivative of the phase of a stationary scattering wave, and no packet is propagated.

```lean
/-- **Hartman effect**: for `0 < k < √U` the `k`-derivative of the transmission phase tends to
`2/q` as the barrier width tends to infinity. -/
theorem hartman_effect {U k : ℝ} (hk : 0 < k) (hkU : k < √U) :
    Tendsto (fun a => deriv (transmissionPhase U a) k) atTop (𝓝 (2 / decayRate U k)) := by
  have hq := decayRate_pos hk hkU
  have hd := fun a => (hasDerivAt_transmissionPhase a hk hkU).deriv
  simp only [hd]
  clear hd
  generalize decayRate U k = q at hq ⊢
  have hqa : Tendsto (fun a : ℝ => q * a) atTop atTop := tendsto_id.const_mul_atTop hq
  have hT : Tendsto (fun a : ℝ => Real.tanh (q * a)) atTop (𝓝 1) := tendsto_tanh_one.comp hqa
  have hC : Tendsto (fun a : ℝ => a / Real.cosh (q * a) ^ 2) atTop (𝓝 0) := by
    have h := (tendsto_div_cosh_sq.comp hqa).const_mul q⁻¹
    rw [mul_zero] at h
    refine h.congr fun a => ?_
    have hc := Real.cosh_pos (q * a)
    simp only [Function.comp_apply]
    field_simp
  have hlim := ((hT.const_mul ((k ^ 2 + q ^ 2) ^ 2 / (2 * k ^ 2 * q ^ 3))).sub
    (hC.const_mul ((k ^ 2 - q ^ 2) / (2 * q ^ 2)))).div
    ((((hT.const_mul (k ^ 2 - q ^ 2)).div_const (2 * k * q)).pow 2).const_add 1)
    (by positivity)
  -- the limiting value simplifies to 2/q
  have hval : ((k ^ 2 + q ^ 2) ^ 2 / (2 * k ^ 2 * q ^ 3) * 1 - (k ^ 2 - q ^ 2) / (2 * q ^ 2) * 0)
      / (1 + ((k ^ 2 - q ^ 2) * 1 / (2 * k * q)) ^ 2) = 2 / q := by
    have e : 1 + ((k ^ 2 - q ^ 2) * 1 / (2 * k * q)) ^ 2
        = (k ^ 2 + q ^ 2) ^ 2 / (4 * k ^ 2 * q ^ 2) := by
      field_simp
      ring
    have hs : k ^ 2 + q ^ 2 ≠ 0 := by positivity
    rw [e, mul_one, mul_zero, sub_zero]
    field_simp
    ring
  rw [← hval]
  exact hlim
```

## Delay in energy, and width over delay

With E = k², dφ/dE = (1/(2k)) dφ/dk, so

dφ/dE → 1/(kq) = 1/(√E √(U − E)).

Up to the factor ħ this is the group delay, here for a single non-interacting particle and a rectangular barrier. If a scattering code returns T, adding ka to its phase before differentiating gives this delay; without that term the k-derivative contains an extra −a.

```lean
/-- For `0 < E < U` the energy derivative of the transmission phase tends to
`1 / (√E √(U - E))` as the barrier width tends to infinity. -/
theorem group_delay_limit {U E : ℝ} (hE : 0 < E) (hEU : E < U) :
    Tendsto (fun a => deriv (fun x => transmissionPhase U a √x) E) atTop
      (𝓝 (1 / (√E * √(U - E)))) := by
  have hk : 0 < √E := Real.sqrt_pos.2 hE
  have hkU : √E < √U := Real.sqrt_lt_sqrt hE.le hEU
  have hd : ∀ a, deriv (fun x => transmissionPhase U a √x) E
      = deriv (transmissionPhase U a) √E * (1 / (2 * √E)) := fun a =>
    (HasDerivAt.comp E (hasDerivAt_transmissionPhase a hk hkU).differentiableAt.hasDerivAt
      (Real.hasDerivAt_sqrt hE.ne')).deriv
  have h := (hartman_effect hk hkU).mul_const (1 / (2 * √E))
  have hq : 0 < √(U - E) := Real.sqrt_pos.2 (by linarith)
  have e : 1 / (√E * √(U - E)) = 2 / decayRate U √E * (1 / (2 * √E)) := by
    unfold decayRate
    rw [Real.sq_sqrt hE.le]
    field_simp
  simp only [hd]
  rw [e]
  exact h
```

For 0 < k < √U, dφ/dk approaches a positive constant as a grows, so a divided by dφ/dk grows without bound. Multiplied by 2k, this ratio is width over group delay, which has the dimension of a speed. The theorem does not make it a signal velocity: the ratio is built from a phase derivative at a single wave number, and no signal is followed through the barrier. The transmitted amplitude meanwhile falls off as e^(−qa). The proof multiplies a, which tends to infinity, by the inverse derivative, which tends to q/2 > 0.

```lean
/-- The barrier width divided by the `k`-derivative of the transmission phase grows without
bound as the width tends to infinity. -/
theorem width_over_delay_unbounded {U k : ℝ} (hk : 0 < k) (hkU : k < √U) :
    Tendsto (fun a => a / deriv (transmissionPhase U a) k) atTop atTop := by
  have hq := decayRate_pos hk hkU
  have hpos : 0 < 2 / decayRate U k := by positivity
  have h := (hartman_effect hk hkU).inv₀ hpos.ne'
  simp only [div_eq_mul_inv]
  exact Filter.Tendsto.atTop_mul_pos (inv_pos.2 hpos) tendsto_id h

end

end HartmanEffect
```

```lean
#print axioms HartmanEffect.transmitted_amplitude
#print axioms HartmanEffect.hartman_effect
#print axioms HartmanEffect.group_delay_limit
#print axioms HartmanEffect.width_over_delay_unbounded
```

```
'HartmanEffect.transmitted_amplitude' depends on axioms: [propext, Classical.choice, Quot.sound]
'HartmanEffect.hartman_effect' depends on axioms: [propext, Classical.choice, Quot.sound]
'HartmanEffect.group_delay_limit' depends on axioms: [propext, Classical.choice, Quot.sound]
'HartmanEffect.width_over_delay_unbounded' depends on axioms: [propext, Classical.choice, Quot.sound]
```
